# Newmark positions obey a velocity-free three-point recurrence when the acceleration depends only on position

## Can the velocities be removed from a Newmark trajectory?

Let $V$ be a real vector space of configurations, $a:V\to V$ a map that gives the acceleration at each position, $h$ the time step, and $\beta,\gamma$ two real parameters. I write $a_n=a(x_n)$ and call positions $x_n$ and velocities $v_n$, with $n=0,1,2,\dots$, a Newmark sequence if

$$x_{n+1}=x_n+h v_n+h^2\left[\left(\tfrac12-\beta\right)a_n+\beta a_{n+1}\right],$$

$$v_{n+1}=v_n+h\left[(1-\gamma)a_n+\gamma a_{n+1}\right].$$

I believe that the positions then satisfy

$$x_{n+2}-2x_{n+1}+x_n=h^2\left[\beta a_{n+2}+\left(\tfrac12+\gamma-2\beta\right)a_{n+1}+\left(\tfrac12-\gamma+\beta\right)a_n\right],$$

whatever the force law. I would like to see this made rigorous and machine-checked. I would also like to know whether the recurrence loses anything: if I have only positions that obey it, can I get the velocities back?

## Yes, by subtracting two position updates

The recurrence holds for every $a$ and all real $h,\beta,\gamma$. If $h\neq0$, nothing is lost: positions that obey it determine exactly one matching velocity sequence.

### Eliminating the velocities and recovering them

Write the position update for the step from $n+1$ to $n+2$ and subtract the one for the step from $n$ to $n+1$:

$$x_{n+2}-2x_{n+1}+x_n=h(v_{n+1}-v_n)+h^2\left[\beta a_{n+2}+\left(\tfrac12-2\beta\right)a_{n+1}-\left(\tfrac12-\beta\right)a_n\right].$$

The velocity update, multiplied by $h$, gives

$$h(v_{n+1}-v_n)=h^2\left[(1-\gamma)a_n+\gamma a_{n+1}\right].$$

After insertion, the coefficient of $a_{n+1}$ is $\tfrac12+\gamma-2\beta$ and that of $a_n$ is $(1-\gamma)-(\tfrac12-\beta)=\tfrac12-\gamma+\beta$. This is the recurrence. There was no division by $h$.

For the converse, let $h\neq0$ and solve the position update for the velocity:

$$w_n=\frac{x_{n+1}-x_n}{h}-h\left[\left(\tfrac12-\beta\right)a_n+\beta a_{n+1}\right].$$

Any velocity sequence that completes the positions must equal $w_n$, which proves uniqueness. With this choice the position update holds by construction. For the velocity update, form

$$h(w_{n+1}-w_n)=x_{n+2}-2x_{n+1}+x_n-h^2\left[\beta a_{n+2}+\left(\tfrac12-2\beta\right)a_{n+1}-\left(\tfrac12-\beta\right)a_n\right].$$

If the recurrence holds, the right-hand side is $h^2[(1-\gamma)a_n+\gamma a_{n+1}]$, and division by $h$ gives the velocity update.

### Reversal, shifted positions and the Numerov weights

Suppose that three positions $p,q,r$ obey the recurrence in this order. In the order $r,q,p$ the left-hand side is unchanged, while $a(p)$ and $a(r)$ exchange their weights. The difference between the two relations is

$$h^2\left(\tfrac12-\gamma\right)\left[a(r)-a(p)\right]=0.$$

For $h\neq0$, the reversed triple is therefore allowed exactly when $\gamma=\tfrac12$ or $a(p)=a(r)$.

The $\beta$ terms on the right are $\beta h^2(a_{n+2}-2a_{n+1}+a_n)$, which is itself a second difference. With $y_n=x_n-\beta h^2a_n$ they move to the left:

$$y_{n+2}-2y_{n+1}+y_n=h^2\left[\left(\tfrac12+\gamma\right)a_{n+1}+\left(\tfrac12-\gamma\right)a_n\right].$$

The newest acceleration is now hidden in $y_{n+2}$. For $\beta\neq0$, recovering $x_{n+2}$ from $y_{n+2}$ still means solving an equation that contains $a(x_{n+2})$.

For $\beta=\tfrac1{12}$ and $\gamma=\tfrac12$ the three weights are $\tfrac1{12},\tfrac{10}{12},\tfrac1{12}$, which is the Numerov formula. It is often applied to $u''(r)=f(r)\,u(r)$, for example the radial Schrödinger equation, with $r$ in the role of time. There the second derivative depends on $r$ as well as on $u$. This case is included if the pair $(u,r)$ is taken as the configuration, with acceleration $(f(r)u,0)$ and velocity 1 for the coordinate $r$.

### Verlet at $\beta=0$, and a vanishing time step

For $\beta=0$ and $\gamma=\tfrac12$ the two updates are those of velocity Verlet, and the recurrence reduces to the position form of Verlet,

$$x_{n+2}-2x_{n+1}+x_n=h^2a_{n+1}.$$

At $h=0$ the recurrence still follows from the updates, since all positions coincide and both sides vanish. The converse breaks down if $V$ contains a nonzero vector $u$. The positions $x_n=nu$ have zero second difference, yet no Newmark sequence with $h=0$ moves. Constant positions, on the other hand, can be completed by any constant velocity, so uniqueness fails as well.

### The Lean file

```lean
import Mathlib

namespace NewmarkTwoStep

noncomputable section

variable {V : Type*} [AddCommGroup V] [Module ℝ V]

/-- Positions `x` and velocities `v` follow the Newmark scheme with time step `h`,
parameters `β`, `γ` and acceleration map `a`. -/
structure IsNewmark (a : V → V) (h β γ : ℝ) (x v : ℕ → V) : Prop where
  position : ∀ n, x (n + 1) =
    x n + h • v n + h ^ 2 • ((1 / 2 - β) • a (x n) + β • a (x (n + 1)))
  velocity : ∀ n, v (n + 1) =
    v n + h • ((1 - γ) • a (x n) + γ • a (x (n + 1)))

/-- The velocity-free Newmark relation between three consecutive positions `p`, `q`, `r`. -/
def TwoStep (a : V → V) (h β γ : ℝ) (p q r : V) : Prop :=
  r - (2 : ℝ) • q + p =
    h ^ 2 • (β • a r + (1 / 2 + γ - 2 * β) • a q + (1 / 2 - γ + β) • a p)

/-- The velocity at step `n` computed from the positions at steps `n` and `n + 1`. -/
def newmarkVelocity (a : V → V) (h β : ℝ) (x : ℕ → V) (n : ℕ) : V :=
  h⁻¹ • (x (n + 1) - x n) - h • ((1 / 2 - β) • a (x n) + β • a (x (n + 1)))

variable {a : V → V} {h β γ : ℝ} {x v : ℕ → V}

/-- The positions of every Newmark sequence obey a three-point recurrence in which
no velocity appears. -/
theorem newmark_two_step (hN : IsNewmark a h β γ x v) (n : ℕ) :
    x (n + 2) - (2 : ℝ) • x (n + 1) + x n =
      h ^ 2 • (β • a (x (n + 2)) + (1 / 2 + γ - 2 * β) • a (x (n + 1))
        + (1 / 2 - γ + β) • a (x n)) := by
  have p0 := hN.position n
  have p1 : x (n + 2) = x (n + 1) + h • v (n + 1)
      + h ^ 2 • ((1 / 2 - β) • a (x (n + 1)) + β • a (x (n + 2))) := hN.position (n + 1)
  have q := hN.velocity n
  -- subtract the position updates and eliminate the velocity difference
  linear_combination (norm := module) p1 - p0 + h • q

/-- For a nonzero time step, `h` times the reconstructed velocity is the displacement over one step
minus the acceleration terms of the position update. -/
theorem smul_newmarkVelocity (hh : h ≠ 0) (n : ℕ) :
    h • newmarkVelocity a h β x n =
      x (n + 1) - x n - h ^ 2 • ((1 / 2 - β) • a (x n) + β • a (x (n + 1))) := by
  unfold newmarkVelocity
  rw [smul_sub, smul_inv_smul₀ hh]
  module

/-- For a nonzero time step, a sequence is a Newmark sequence exactly when its velocities
are the reconstructed ones and its positions obey the three-point recurrence. -/
theorem isNewmark_iff (hh : h ≠ 0) :
    IsNewmark a h β γ x v ↔
      (∀ n, v n = newmarkVelocity a h β x n) ∧
        ∀ n, TwoStep a h β γ (x n) (x (n + 1)) (x (n + 2)) := by
  constructor
  · intro hN
    refine ⟨fun n => ?_, fun n => newmark_two_step hN n⟩
    -- solve the position update for the velocity
    apply smul_right_injective V hh
    show h • v n = h • newmarkVelocity a h β x n
    have L := smul_newmarkVelocity (a := a) (β := β) (x := x) hh n
    have p := hN.position n
    linear_combination (norm := module) (-1 : ℝ) • p - L
  · rintro ⟨hv, hT⟩
    refine ⟨fun n => ?_, fun n => ?_⟩
    · have L := smul_newmarkVelocity (a := a) (β := β) (x := x) hh n
      rw [hv n]
      linear_combination (norm := module) (-1 : ℝ) • L
    · -- the recurrence is the velocity update multiplied by `h`
      have L0 := smul_newmarkVelocity (a := a) (β := β) (x := x) hh n
      have L1 : h • newmarkVelocity a h β x (n + 1) = x (n + 2) - x (n + 1)
          - h ^ 2 • ((1 / 2 - β) • a (x (n + 1)) + β • a (x (n + 2))) :=
        smul_newmarkVelocity hh (n + 1)
      have T := hT n
      unfold TwoStep at T
      rw [hv n, hv (n + 1)]
      apply smul_right_injective V hh
      show h • newmarkVelocity a h β x (n + 1) = h • (newmarkVelocity a h β x n
        + h • ((1 - γ) • a (x n) + γ • a (x (n + 1))))
      linear_combination (norm := module) L1 - L0 + T

/-- For a nonzero time step, positions obey the three-point recurrence exactly when a
unique velocity sequence completes them to a Newmark sequence. -/
theorem existsUnique_velocity_iff (hh : h ≠ 0) :
    (∃! w : ℕ → V, IsNewmark a h β γ x w) ↔
      ∀ n, TwoStep a h β γ (x n) (x (n + 1)) (x (n + 2)) := by
  constructor
  · rintro ⟨w, hw, _⟩
    exact ((isNewmark_iff hh).1 hw).2
  · intro hT
    exact ⟨newmarkVelocity a h β x, (isNewmark_iff hh).2 ⟨fun _ => rfl, hT⟩,
      fun w hw => funext ((isNewmark_iff hh).1 hw).1⟩

/-- For a nonzero time step, three positions allowed by the recurrence are also allowed in reversed
order exactly when `γ = 1/2` or the accelerations at the two outer positions coincide. -/
theorem twoStep_reverse_iff (hh : h ≠ 0) {p q r : V} (T : TwoStep a h β γ p q r) :
    TwoStep a h β γ r q p ↔ γ = 1 / 2 ∨ a p = a r := by
  unfold TwoStep at *
  constructor
  · intro R
    -- the difference of the two relations isolates the asymmetric part
    have key : (h ^ 2 * (1 / 2 - γ)) • (a r - a p) = 0 := by
      linear_combination (norm := module) T - R
    rcases smul_eq_zero.mp key with h1 | h1
    · left
      have h2 := (mul_eq_zero.mp h1).resolve_left (pow_ne_zero 2 hh)
      linarith
    · right
      exact (sub_eq_zero.mp h1).symm
  · rintro (h1 | h1)
    · subst h1
      linear_combination (norm := module) T
    · rw [h1] at T ⊢
      linear_combination (norm := module) T

/-- The second difference of the shifted positions `x - β h² a(x)` of a Newmark sequence
involves only the accelerations at the two earlier positions, with weights free of `β`. -/
theorem newmark_shifted_positions (hN : IsNewmark a h β γ x v) (n : ℕ) :
    (x (n + 2) - (β * h ^ 2) • a (x (n + 2)))
        - (2 : ℝ) • (x (n + 1) - (β * h ^ 2) • a (x (n + 1)))
        + (x n - (β * h ^ 2) • a (x n)) =
      h ^ 2 • ((1 / 2 + γ) • a (x (n + 1)) + (1 / 2 - γ) • a (x n)) := by
  linear_combination (norm := module) newmark_two_step hN n

/-- With `β = 1/12` and `γ = 1/2` the Newmark positions satisfy the Numerov formula. -/
theorem newmark_numerov (hN : IsNewmark a h (1 / 12) (1 / 2) x v) (n : ℕ) :
    x (n + 2) - (2 : ℝ) • x (n + 1) + x n =
      (h ^ 2 / 12) • (a (x (n + 2)) + (10 : ℝ) • a (x (n + 1)) + a (x n)) := by
  linear_combination (norm := module) newmark_two_step hN n

/-- Uniformly accelerated motion, sampled at the times `n h`, is a Newmark sequence
for all `β` and `γ`. -/
theorem isNewmark_witness (h β γ : ℝ) (x₀ v₀ g : V) :
    IsNewmark (fun _ => g) h β γ
      (fun n => x₀ + ((n : ℝ) * h) • v₀ + (((n : ℝ) * h) ^ 2 / 2) • g)
      (fun n => v₀ + ((n : ℝ) * h) • g) := by
  constructor
  · intro n
    try dsimp only
    push_cast
    module
  · intro n
    try dsimp only
    push_cast
    module

end

end NewmarkTwoStep
```

```lean
#print axioms NewmarkTwoStep.existsUnique_velocity_iff
-- 'NewmarkTwoStep.existsUnique_velocity_iff' depends on axioms: [propext, Classical.choice, Quot.sound]
#print axioms NewmarkTwoStep.twoStep_reverse_iff
-- 'NewmarkTwoStep.twoStep_reverse_iff' depends on axioms: [propext, Classical.choice, Quot.sound]
#print axioms NewmarkTwoStep.newmark_shifted_positions
-- 'NewmarkTwoStep.newmark_shifted_positions' depends on axioms: [propext, Classical.choice, Quot.sound]
#print axioms NewmarkTwoStep.newmark_numerov
-- 'NewmarkTwoStep.newmark_numerov' depends on axioms: [propext, Classical.choice, Quot.sound]
```

### What the definitions and theorems say

The type `V` carries `AddCommGroup V` and `Module ℝ V`, which make it a real vector space. It has no norm or topology, and its dimension is unrestricted. For $N$ particles in three dimensions one takes $V=\mathbb R^{3N}$ and absorbs the masses into `a`, so that `a` is force divided by mass, component by component. The symbol `•` is multiplication of a vector by a real number.

`IsNewmark a h β γ x v` is the pair of update equations, required for every natural number `n`. Sequences are functions `ℕ → V`, so a trajectory starts at step 0 and doesn't end. The equations are implicit when `β` is nonzero, because `a (x (n + 1))` appears on the right of the update for `x (n + 1)`. The definition states that the equations are satisfied; it doesn't say that they can be solved for a given force law and step.

`TwoStep a h β γ p q r` is the recurrence for three positions in order of increasing time. `newmarkVelocity a h β x n` is the $w_n$ above, computed from the positions at steps `n` and `n + 1`.

The theorems read as follows.

- `newmark_two_step`: the positions of every Newmark sequence satisfy the recurrence at every `n`, with no condition on `h`, `β`, `γ` or `a`.
- `isNewmark_iff`: for `h ≠ 0`, a pair of sequences is a Newmark sequence exactly when its velocities are the reconstructed ones and all consecutive position triples satisfy `TwoStep`.
- `existsUnique_velocity_iff`: for `h ≠ 0`, the positions satisfy `TwoStep` throughout exactly when there is one and only one velocity sequence that completes them.
- `twoStep_reverse_iff`: for `h ≠ 0` and a triple that satisfies `TwoStep`, the reversed triple satisfies it exactly when `γ = 1 / 2` or `a p = a r`.
- `newmark_shifted_positions` and `newmark_numerov`: the two rewritten forms derived above.
- `isNewmark_witness`: for constant acceleration $g$, the samples $x_0+nh\,v_0+\tfrac12(nh)^2g$ and $v_0+nh\,g$ form a Newmark sequence for all `β` and `γ`.

The main restriction lies in the type `a : V → V`. The acceleration is determined by the position alone, as for conservative forces between particles. The Newmark method of structural dynamics is also applied to damped systems, where the acceleration depends on the velocity; the recurrence here is for the undamped form. A time-dependent load is covered if time is added to the configuration as a further coordinate with velocity 1 and acceleration 0. The step `h` is the same throughout, and the arithmetic is that of real numbers, without rounding. Accuracy and stability are separate questions.

Within these limits and for `β = 0`, where the recurrence gives each new position explicitly, a molecular dynamics program that stores velocities and one that stores only positions produce the same positions, provided that they use the same `a`, `h` and `γ` and start from the same first two positions.

### How the Lean proofs follow the algebra

In `newmark_two_step`, `p0` and `p1` are the position updates for the two steps, and `q` is the velocity update. The final line combines them as `p1 - p0 + h • q`, which is the subtraction and elimination done by hand.

`smul_newmarkVelocity` multiplies the definition of $w_n$ by $h$ and cancels $h\,h^{-1}$, which requires `h ≠ 0`. The later proofs can then work with $h w_n$, in which no inverse appears.

In the forward direction of `isNewmark_iff`, the recurrence comes from `newmark_two_step`. To show that `v n` is the reconstructed velocity, `smul_right_injective V hh` replaces the goal by the same equation multiplied by `h`; this is legitimate because multiplication by a nonzero real number is injective on `V`. The position update and the formula for $h w_n$ then settle it. In the backward direction, the position update is a rearrangement of that formula. The velocity update is again multiplied by `h` and obtained as `L1 - L0 + T`: the formula for $h w_{n+1}$, minus the one for $h w_n$, plus the recurrence.

`existsUnique_velocity_iff` draws the consequence. The sequence `newmarkVelocity a h β x` provides existence, and the first half of `isNewmark_iff` forces any other candidate to agree with it at every step.

In `twoStep_reverse_iff`, the equation `key` is the difference between the original and reversed relations. A real multiple of a vector vanishes only if the number or the vector does, and `smul_eq_zero` makes this split. Since `h` is nonzero, the first case gives `γ = 1 / 2`; the second gives equal outer accelerations. Conversely, either condition makes the relation symmetric in `p` and `r`.

The shifted and Numerov forms are rearrangements of `newmark_two_step`. For uniformly accelerated motion, both updates are checked by expanding the polynomials in $n$ and $h$.

### `linear_combination` with vectors

Most of the algebraic steps end in `linear_combination (norm := module)`. The tactic takes a combination of known equations, such as `p1 - p0 + h • q`, and reduces the goal to a single identity: the left side minus the right side of the goal equals the left side minus the right side of the combination. By default this identity is passed to a tactic for commutative rings. Vectors can't be multiplied together, so the option `(norm := module)` hands it to `module` instead.

`module` writes both sides as sums of real coefficients times basic vectors and compares the coefficients. In the main theorem the basic vectors are the three positions, the two velocities and the three accelerations. For `a (x (n + 1))`, for example, the position updates contribute $h^2(\tfrac12-\beta)$ and $-h^2\beta$, and the velocity update contributes $h^2\gamma$. Their sum is $h^2(\tfrac12+\gamma-2\beta)$, as the recurrence requires.

The tactic treats `a (x n)` as an unanalysed vector and never looks inside `a`. This is the formal reason why the theorem needs neither linearity nor continuity of the force. It also accounts for the type written after `p1`: the update at `n + 1` would naturally mention `x (n + 1 + 1)`, and the annotation restates it with `x (n + 2)`, so that the same position appears in the same form everywhere.
